# Two-electron Hubbard dimer: as $U\to\infty$ at fixed $t$, $U$ times the broken-symmetry UMP2 energy tends to $-2t^2$, $U$ times the exact ground-state energy to $-4t^2$

> Take two sites with hopping $t$ and on-site repulsion $U$, one up and one down electron, and $U > 2t > 0$. Put the up electron in the orbital $(c,s)$ and the down electron in $(s,c)$, with $c^2+s^2=1$ and $cs=t/U$. I get a mean-field energy $-2t^2/U$ and a second-order Møller–Plesset (MP2) correction of only $-2t^4/U^3$, while the exact energy behaves as $-4t^2/U$ at large $U$. So unrestricted MP2 seems to miss half the energy there. Can someone write out every step and give a rigorous, machine-checked version?

## States, orbitals and energies

The sites are $0$ and $1$. A state is a real amplitude $\psi_{ij}$, with $i$ the site of the up and $j$ the site of the down electron. With $h=\begin{pmatrix}0&-t\\-t&0\end{pmatrix}$, the Hamiltonian $H$ is $h\otimes 1+1\otimes h$ plus $U$ on the diagonal entries with $i=j$. A determinant of an up orbital $u$ and a down orbital $v$ has amplitudes $u(i)v(j)$, the spin labels carrying the antisymmetry. The orbitals are
$$u_0=(c,s),\quad u_1=(-s,c),\quad v_0=(s,c),\quad v_1=(c,-s),$$
and $\Phi_{ab}$ is the determinant of $u_a$ and $v_b$, with $\Phi_{00}$ the reference. The Fock matrix of one spin is $h+U\,\mathrm{diag}(w(i)^2)$, where $w$ is the occupied orbital of the other spin. The level $E^0_{ab}$ is the sum of the Fock expectation values of $u_a$ and $v_b$. With $V_{ab}=\langle\Phi_{ab}|H|\Phi_{00}\rangle$,
$$E_{\rm MF}=V_{00},\qquad E_2=\sum_{ab\neq 00}\frac{V_{ab}^2}{E^0_{00}-E^0_{ab}}.$$

## Mean field and second order

For two states $\phi,\psi$,
$$\langle\phi|H|\psi\rangle=-t\big[(\phi_{00}+\phi_{11})(\psi_{01}+\psi_{10})+(\phi_{01}+\phi_{10})(\psi_{00}+\psi_{11})\big]+U(\phi_{00}\psi_{00}+\phi_{11}\psi_{11}).$$
In the site order $00,01,10,11$ the determinants are $\Phi_{00}=(cs,c^2,s^2,cs)$, $\Phi_{01}=(c^2,-cs,cs,-s^2)$, $\Phi_{10}=(-s^2,-cs,cs,c^2)$ and $\Phi_{11}=(-cs,s^2,c^2,-cs)$. They are orthonormal because overlaps factorise into an up and a down overlap. Inserting them, with $c^2+s^2=1$,
$$E_{\rm MF}=-4tcs+2U(cs)^2,\quad V_{01}=V_{10}=(c^2-s^2)(Ucs-t),\quad V_{11}=-2U(cs)^2,$$
the two hopping terms cancelling in $V_{11}$.

The condition $cs=t/U$ makes these orbitals self-consistent (it is sufficient, not necessary: $c=s$ is another solution, discussed at the end). The up Fock matrix $F=h+U\,\mathrm{diag}(s^2,c^2)$ gives $Fu_0=(Ucs-t)\,(s,c)=0$, and with $t=Ucs$ also $Fu_1=(-Us^3-tc,\;Uc^3+ts)=Uu_1$. Exchanging the sites gives the same energies for $v_0,v_1$. The levels are therefore $0,U,U,2U$, the singles decouple, and
$$E_{\rm MF}=-\frac{4t^2}{U}+\frac{2t^2}{U}=-\frac{2t^2}{U},\qquad E_2=\frac{4U^2(t/U)^4}{-2U}=-\frac{2t^4}{U^3}.$$
Such orbitals exist for $U>2t>0$. With $x=2t/U$ set $c=\tfrac12(\sqrt{1+x}+\sqrt{1-x})$ and $s=\tfrac12(\sqrt{1+x}-\sqrt{1-x})$. Then $c^2+s^2=1$, $cs=x/2$, and $c-s=\sqrt{1-x}>0$, so the two spins favour different sites.

## Exact energy and large $U$

For $U>0$ let $e=\tfrac12\big(U-\sqrt{U^2+16t^2}\big)$, so that $e\le 0$ and $e(U-e)=-4t^2$. The vector $\psi=(2t,\,U-e,\,U-e,\,2t)$ has $(H\psi)_{00}=-2t(U-e)+2tU=2te$ and $(H\psi)_{01}=-4t^2=e(U-e)$, and likewise for $11$ and $10$, so $H\psi=e\psi$. Dividing by $\sqrt{8t^2+2(U-e)^2}$ normalises it. For an arbitrary $\psi$, with $S=\psi_{00}+\psi_{11}$ and $T=\psi_{01}+\psi_{10}$,
$$2\big(\langle\psi|H|\psi\rangle-e\langle\psi|\psi\rangle\big)=\frac{\big((U-e)S-2tT\big)^2}{U-e}+(U-e)(\psi_{00}-\psi_{11})^2-e(\psi_{01}-\psi_{10})^2\ge 0 .$$
Hence $e$ is the lowest energy of the sector. As $U\to\infty$ at fixed $t$,
$$U(E_{\rm MF}+E_2)=-2t^2-\frac{2t^4}{U^2}\to-2t^2,\qquad Ue=\frac{-8t^2}{1+\sqrt{1+16t^2/U^2}}\to-4t^2 .$$
Since $UE_2\to0$ and $U(e-E_{\rm MF})\to-2t^2$, the recovered fraction $E_2/(e-E_{\rm MF})$ of the correlation energy tends to $0$ for $t\ne0$. Small $t/U$ mimics a stretched two-electron bond, so in this two-site model with one orbital per site and purely on-site repulsion, unrestricted MP2 stays finite on stretching but recovers a vanishing share of the correlation energy.

## The Lean file

```lean
import Mathlib

open Matrix Filter Topology
open scoped Kronecker

namespace HubbardDimerUMP2

noncomputable section

/-- One-electron hopping matrix of the two-site chain. -/
def hop (t : ℝ) : Matrix (Fin 2) (Fin 2) ℝ := !![0, -t; -t, 0]

/-- Hubbard Hamiltonian for one up and one down electron; the index `(i, j)` gives the site of
the up and of the down electron. -/
def hubbard (t U : ℝ) : Matrix (Fin 2 × Fin 2) (Fin 2 × Fin 2) ℝ :=
  hop t ⊗ₖ (1 : Matrix (Fin 2) (Fin 2) ℝ) + (1 : Matrix (Fin 2) (Fin 2) ℝ) ⊗ₖ hop t
    + diagonal (fun p => if p.1 = p.2 then U else 0)

/-- Amplitudes of the determinant with up orbital `u` and down orbital `v`. -/
def slater (u v : Fin 2 → ℝ) : Fin 2 × Fin 2 → ℝ := fun p => u p.1 * v p.2

/-- Fock matrix of one spin in the field of the orbital `w` occupied by the other spin. -/
def fock (t U : ℝ) (w : Fin 2 → ℝ) : Matrix (Fin 2) (Fin 2) ℝ :=
  hop t + diagonal (fun i => U * w i ^ 2)

/-- Up orbitals: occupied `(c, s)` and virtual `(-s, c)`. -/
def up (c s : ℝ) : Fin 2 → Fin 2 → ℝ := ![![c, s], ![-s, c]]

/-- Down orbitals: occupied `(s, c)` and virtual `(c, -s)`. -/
def down (c s : ℝ) : Fin 2 → Fin 2 → ℝ := ![![s, c], ![c, -s]]

/-- Determinant with up orbital number `p.1` and down orbital number `p.2`; `(0, 0)` is the
reference. -/
def config (c s : ℝ) (p : Fin 2 × Fin 2) : Fin 2 × Fin 2 → ℝ :=
  slater (up c s p.1) (down c s p.2)

/-- Zeroth-order energy of a determinant: the sum of the Fock energies of its two orbitals. -/
def level (t U c s : ℝ) (p : Fin 2 × Fin 2) : ℝ :=
  up c s p.1 ⬝ᵥ fock t U (down c s 0) *ᵥ up c s p.1
    + down c s p.2 ⬝ᵥ fock t U (up c s 0) *ᵥ down c s p.2

/-- Hamiltonian matrix element between determinant `p` and the reference. -/
def coupling (t U c s : ℝ) (p : Fin 2 × Fin 2) : ℝ :=
  config c s p ⬝ᵥ hubbard t U *ᵥ config c s (0, 0)

/-- Mean-field energy: the expectation of the Hamiltonian in the reference determinant. -/
def meanField (t U c s : ℝ) : ℝ := coupling t U c s (0, 0)

/-- Second-order Møller-Plesset energy, summed over all excited determinants. -/
def mp2 (t U c s : ℝ) : ℝ :=
  ∑ p ∈ Finset.univ.erase ((0, 0) : Fin 2 × Fin 2),
    coupling t U c s p ^ 2 / (level t U c s (0, 0) - level t U c s p)

/-- The energy `(U - √(U² + 16t²)) / 2`. -/
def exactEnergy (t U : ℝ) : ℝ := (U - √(U ^ 2 + 16 * t ^ 2)) / 2

/-- Larger orbital coefficient `(√(1 + 2t/U) + √(1 - 2t/U)) / 2`. -/
def cBS (t U : ℝ) : ℝ := (√(1 + 2 * t / U) + √(1 - 2 * t / U)) / 2

/-- Smaller orbital coefficient `(√(1 + 2t/U) - √(1 - 2t/U)) / 2`. -/
def sBS (t U : ℝ) : ℝ := (√(1 + 2 * t / U) - √(1 - 2 * t / U)) / 2

/-- The matrix element of the Hamiltonian between two states, in site amplitudes. -/
theorem hubbard_form (t U : ℝ) (φ ψ : Fin 2 × Fin 2 → ℝ) :
    φ ⬝ᵥ hubbard t U *ᵥ ψ =
      -t * ((φ (0, 0) + φ (1, 1)) * (ψ (0, 1) + ψ (1, 0))
        + (φ (0, 1) + φ (1, 0)) * (ψ (0, 0) + ψ (1, 1)))
      + U * (φ (0, 0) * ψ (0, 0) + φ (1, 1) * ψ (1, 1)) := by
  simp [hubbard, hop, dotProduct, Matrix.mulVec, Fintype.sum_prod_type, Fin.sum_univ_two,
    Matrix.kroneckerMap_apply, Matrix.diagonal_apply, Matrix.one_apply]
  ring

/-- For `U > 2t > 0` the coefficients `cBS`, `sBS` satisfy `c² + s² = 1`, `cs = t/U`, `s < c`. -/
theorem orbitals_witness {t U : ℝ} (ht : 0 < t) (hU : 2 * t < U) :
    cBS t U ^ 2 + sBS t U ^ 2 = 1 ∧ cBS t U * sBS t U = t / U ∧ sBS t U < cBS t U := by
  have hU0 : 0 < U := by linarith
  have hx : 2 * t / U < 1 := (div_lt_one hU0).2 hU
  have h1 : √(1 + 2 * t / U) ^ 2 = 1 + 2 * t / U := Real.sq_sqrt (by positivity)
  have h2 : √(1 - 2 * t / U) ^ 2 = 1 - 2 * t / U := Real.sq_sqrt (by linarith)
  have h3 : 0 < √(1 - 2 * t / U) := Real.sqrt_pos.2 (by linarith)
  unfold cBS sBS
  refine ⟨?_, ?_, by linarith⟩
  · linear_combination (1 / 2) * h1 + (1 / 2) * h2
  · linear_combination (1 / 4) * h1 - (1 / 4) * h2

/-- For `c² + s² = 1` the four determinants are orthonormal. -/
theorem config_orthonormal {c s : ℝ} (h : c ^ 2 + s ^ 2 = 1) (p q : Fin 2 × Fin 2) :
    config c s p ⬝ᵥ config c s q = if p = q then 1 else 0 := by
  rcases p with ⟨a, b⟩
  rcases q with ⟨a', b'⟩
  have key : ∀ u v u' v', slater u v ⬝ᵥ slater u' v' = (u ⬝ᵥ u') * (v ⬝ᵥ v') := by
    intro u v u' v'
    simp only [slater, dotProduct, Fintype.sum_prod_type, Fin.sum_univ_two]
    ring
  have hu : ∀ a b, up c s a ⬝ᵥ up c s b = if a = b then 1 else 0 := by
    intro a b
    fin_cases a <;> fin_cases b <;> simp [up, dotProduct, Fin.sum_univ_two] <;> linarith
  have hd : ∀ a b, down c s a ⬝ᵥ down c s b = if a = b then 1 else 0 := by
    intro a b
    fin_cases a <;> fin_cases b <;> simp [down, dotProduct, Fin.sum_univ_two] <;> linarith
  by_cases h1 : a = a' <;> by_cases h2 : b = b' <;> simp [config, key, hu, hd, h1, h2]

/-- For `U ≠ 0`, `c² + s² = 1` and `cs = t/U` the orbitals of each spin are eigenvectors of their
Fock matrix, with energy `0` for the occupied and `U` for the virtual orbital. -/
theorem fock_eigen {t U c s : ℝ} (hU : U ≠ 0) (h : c ^ 2 + s ^ 2 = 1) (hcs : c * s = t / U) :
    fock t U (down c s 0) *ᵥ up c s 0 = 0 ∧ fock t U (down c s 0) *ᵥ up c s 1 = U • up c s 1 ∧
    fock t U (up c s 0) *ᵥ down c s 0 = 0 ∧
    fock t U (up c s 0) *ᵥ down c s 1 = U • down c s 1 := by
  have ht : t = U * (c * s) := by rw [hcs]; field_simp
  refine ⟨?_, ?_, ?_, ?_⟩ <;> ext i <;> fin_cases i <;>
    simp [fock, hop, up, down, Matrix.mulVec, dotProduct, Fin.sum_univ_two,
      Matrix.diagonal_apply]
  all_goals
    subst ht
    first
      | ring1
      | linear_combination (U * s) * h
      | linear_combination (-U * s) * h
      | linear_combination (U * c) * h

/-- For `U ≠ 0`, `c² + s² = 1` and `cs = t/U` the zeroth-order energies are `0` for the reference,
`U` for both single excitations and `2U` for the double excitation. -/
theorem level_values {t U c s : ℝ} (hU : U ≠ 0) (h : c ^ 2 + s ^ 2 = 1) (hcs : c * s = t / U) :
    level t U c s (0, 0) = 0 ∧ level t U c s (0, 1) = U ∧ level t U c s (1, 0) = U ∧
    level t U c s (1, 1) = 2 * U := by
  obtain ⟨h1, h2, h3, h4⟩ := fock_eigen hU h hcs
  have nu : up c s 1 ⬝ᵥ up c s 1 = 1 := by
    simp [up, dotProduct, Fin.sum_univ_two]; linarith
  have nd : down c s 1 ⬝ᵥ down c s 1 = 1 := by
    simp [down, dotProduct, Fin.sum_univ_two]; linarith
  refine ⟨?_, ?_, ?_, ?_⟩ <;>
    simp only [level, h1, h2, h3, h4, dotProduct_smul, dotProduct_zero, nu, nd, smul_eq_mul] <;>
    ring

/-- For `c² + s² = 1` the mean-field energy is `-4tcs + 2U(cs)²`, both single excitations couple
to the reference by `(c² - s²)(Ucs - t)` and the double excitation by `-2U(cs)²`. -/
theorem matrix_elements (t U : ℝ) {c s : ℝ} (h : c ^ 2 + s ^ 2 = 1) :
    meanField t U c s = -4 * t * (c * s) + 2 * U * (c * s) ^ 2 ∧
    coupling t U c s (0, 1) = (c ^ 2 - s ^ 2) * (U * (c * s) - t) ∧
    coupling t U c s (1, 0) = (c ^ 2 - s ^ 2) * (U * (c * s) - t) ∧
    coupling t U c s (1, 1) = -2 * U * (c * s) ^ 2 := by
  simp only [meanField, coupling, hubbard_form, config, slater, up, down, Matrix.cons_val_zero,
    Matrix.cons_val_one]
  refine ⟨?_, ?_, ?_, ?_⟩
  · linear_combination (-4 * t * c * s) * h
  · linear_combination (-t * (c ^ 2 - s ^ 2)) * h
  · linear_combination (-t * (c ^ 2 - s ^ 2)) * h
  · ring

/-- For `U ≠ 0`, `c² + s² = 1` and `cs = t/U` the mean-field energy is `-2t²/U` and the MP2
correction is `-2t⁴/U³`. -/
theorem ump2_energy {t U c s : ℝ} (hU : U ≠ 0) (h : c ^ 2 + s ^ 2 = 1) (hcs : c * s = t / U) :
    meanField t U c s = -2 * t ^ 2 / U ∧ mp2 t U c s = -2 * t ^ 4 / U ^ 3 := by
  obtain ⟨e0, e1, e2, e3⟩ := matrix_elements t U h
  obtain ⟨l0, l1, l2, l3⟩ := level_values hU h hcs
  -- the singles decouple
  have z : U * (c * s) - t = 0 := by rw [hcs]; field_simp; ring
  have hs : Finset.univ.erase ((0, 0) : Fin 2 × Fin 2) = {(0, 1), (1, 0), (1, 1)} := by decide
  constructor
  · rw [e0, hcs]; field_simp; ring
  · rw [mp2, hs, Finset.sum_insert (by decide), Finset.sum_pair (by decide), e1, e2, e3,
      l0, l1, l2, l3, z, hcs]
    simp only [mul_zero, zero_sub]
    field_simp
    ring

/-- For `U > 0`, `exactEnergy` is an eigenvalue of the Hamiltonian and bounds the energy of
every state from below. -/
theorem exact_ground (t : ℝ) {U : ℝ} (hU : 0 < U) :
    (∃ ψ, ψ ≠ 0 ∧ hubbard t U *ᵥ ψ = exactEnergy t U • ψ) ∧
    ∀ ψ, exactEnergy t U * (ψ ⬝ᵥ ψ) ≤ ψ ⬝ᵥ hubbard t U *ᵥ ψ := by
  have hr : √(U ^ 2 + 16 * t ^ 2) ^ 2 = U ^ 2 + 16 * t ^ 2 := Real.sq_sqrt (by positivity)
  have hle : U ≤ √(U ^ 2 + 16 * t ^ 2) := (Real.le_sqrt' hU).2 (by nlinarith [sq_nonneg t])
  have hq : exactEnergy t U * (U - exactEnergy t U) = -4 * t ^ 2 := by
    unfold exactEnergy; linear_combination (-1 / 4) * hr
  have he : exactEnergy t U ≤ 0 := by unfold exactEnergy; linarith
  generalize exactEnergy t U = e at hq he ⊢
  have hp : 0 < U - e := by linarith
  refine ⟨⟨fun p => if p.1 = p.2 then 2 * t else U - e, fun h0 => ?_, ?_⟩, fun ψ => ?_⟩
  · have := congrFun h0 (0, 1)
    simp at this
    linarith
  · ext ⟨i, j⟩
    fin_cases i <;> fin_cases j <;>
      simp [hubbard, hop, dotProduct, Matrix.mulVec, Fintype.sum_prod_type, Fin.sum_univ_two,
        Matrix.kroneckerMap_apply, Matrix.diagonal_apply, Matrix.one_apply] <;> linarith
  · rw [hubbard_form]
    simp only [dotProduct, Fintype.sum_prod_type, Fin.sum_univ_two]
    generalize ψ (0, 0) = a, ψ (0, 1) = b, ψ (1, 0) = c, ψ (1, 1) = d
    -- complete the square in the symmetric combinations
    have key : 0 ≤ (U - e) * (a + d) ^ 2 - e * (b + c) ^ 2 - 4 * t * (a + d) * (b + c) := by
      refine (mul_nonneg_iff_of_pos_left hp).1 ?_
      have : (U - e) * ((U - e) * (a + d) ^ 2 - e * (b + c) ^ 2 - 4 * t * (a + d) * (b + c))
          = ((U - e) * (a + d) - 2 * t * (b + c)) ^ 2 := by
        linear_combination (-(b + c) ^ 2) * hq
      rw [this]; positivity
    nlinarith [key, mul_nonneg hp.le (sq_nonneg (a - d)),
      mul_nonneg (neg_nonneg.2 he) (sq_nonneg (b - c))]

/-- If `c² + s² = 1` and `cs = t/U` for all large `U`, then `U` times the mean-field plus MP2
energy tends to `-2t²`, whereas `U` times `exactEnergy` tends to `-4t²`. -/
theorem ump2_limit {t : ℝ} {c s : ℝ → ℝ}
    (h : ∀ᶠ U in atTop, c U ^ 2 + s U ^ 2 = 1 ∧ c U * s U = t / U) :
    Tendsto (fun U => U * (meanField t U (c U) (s U) + mp2 t U (c U) (s U))) atTop
      (𝓝 (-2 * t ^ 2)) ∧
    Tendsto (fun U => U * exactEnergy t U) atTop (𝓝 (-4 * t ^ 2)) := by
  have hx : Tendsto (fun U : ℝ => U⁻¹) atTop (𝓝 0) := tendsto_inv_atTop_zero
  constructor
  · have h1 : Tendsto (fun U : ℝ => -2 * t ^ 2 + -2 * t ^ 4 * U⁻¹ ^ 2) atTop
        (𝓝 (-2 * t ^ 2)) := by
      have h0 := ((hx.pow 2).const_mul (-2 * t ^ 4)).const_add (-2 * t ^ 2)
      rw [show -2 * t ^ 2 + -2 * t ^ 4 * (0 : ℝ) ^ 2 = -2 * t ^ 2 by ring] at h0
      exact h0
    refine h1.congr' ?_
    filter_upwards [h, eventually_gt_atTop 0] with U hc hU
    have hU' := hU.ne'
    obtain ⟨e1, e2⟩ := ump2_energy hU' hc.1 hc.2
    rw [e1, e2]
    field_simp
  · -- U e(U) = -8t² / (1 + √(1 + 16t²/U²))
    have h1 : Tendsto (fun U : ℝ => 1 + 16 * t ^ 2 * U⁻¹ ^ 2) atTop (𝓝 1) := by
      simpa using ((hx.pow 2).const_mul (16 * t ^ 2)).const_add 1
    have h2 := h1.sqrt.const_add 1
    rw [Real.sqrt_one] at h2
    have h3 := (tendsto_const_nhds (x := -8 * t ^ 2)).div h2 (by norm_num)
    rw [show -8 * t ^ 2 / (1 + 1) = -4 * t ^ 2 by ring] at h3
    refine h3.congr' ?_
    filter_upwards [eventually_gt_atTop 0] with U hU
    show -8 * t ^ 2 / (1 + √(1 + 16 * t ^ 2 * U⁻¹ ^ 2)) = U * exactEnergy t U
    have hU' := hU.ne'
    have e : U ^ 2 + 16 * t ^ 2 = U ^ 2 * (1 + 16 * t ^ 2 * U⁻¹ ^ 2) := by field_simp
    have hw : U ^ 2 * √(1 + 16 * t ^ 2 * U⁻¹ ^ 2) ^ 2 = U ^ 2 + 16 * t ^ 2 := by
      rw [Real.sq_sqrt (by positivity), ← e]
    rw [exactEnergy, e, Real.sqrt_mul (sq_nonneg U), Real.sqrt_sq hU.le,
      div_eq_iff (by positivity)]
    linear_combination (1 / 2) * hw

/-- Under the same conditions and for `t ≠ 0`, the ratio of the MP2 correction to `exactEnergy`
minus the mean-field energy tends to zero as `U` grows. -/
theorem recovered_fraction_limit {t : ℝ} (ht : t ≠ 0) {c s : ℝ → ℝ}
    (h : ∀ᶠ U in atTop, c U ^ 2 + s U ^ 2 = 1 ∧ c U * s U = t / U) :
    Tendsto (fun U => mp2 t U (c U) (s U) / (exactEnergy t U - meanField t U (c U) (s U)))
      atTop (𝓝 0) := by
  obtain ⟨htot, hex⟩ := ump2_limit h
  have hm : Tendsto (fun U => U * meanField t U (c U) (s U)) atTop (𝓝 (-2 * t ^ 2)) := by
    refine tendsto_const_nhds.congr' ?_
    filter_upwards [h, eventually_gt_atTop 0] with U hc hU
    have hU' := hU.ne'
    rw [(ump2_energy hU' hc.1 hc.2).1]
    field_simp
  have h2 : Tendsto (fun U => U * mp2 t U (c U) (s U)) atTop (𝓝 0) := by
    have := htot.sub hm
    rw [sub_self] at this
    exact this.congr (fun U => by ring)
  have ht2 : 0 < t ^ 2 := by positivity
  have h3 := h2.div (hex.sub hm) (ne_of_lt (by linarith))
  rw [zero_div] at h3
  refine h3.congr' ?_
  filter_upwards [eventually_gt_atTop 0] with U hU
  show U * mp2 t U (c U) (s U) / (U * exactEnergy t U - U * meanField t U (c U) (s U)) = _
  rw [← mul_sub, mul_div_mul_left _ _ hU.ne']

end

end HubbardDimerUMP2
```

```lean
#print axioms HubbardDimerUMP2.config_orthonormal
-- 'HubbardDimerUMP2.config_orthonormal' depends on axioms: [propext, Classical.choice, Quot.sound]
#print axioms HubbardDimerUMP2.exact_ground
-- 'HubbardDimerUMP2.exact_ground' depends on axioms: [propext, Classical.choice, Quot.sound]
#print axioms HubbardDimerUMP2.recovered_fraction_limit
-- 'HubbardDimerUMP2.recovered_fraction_limit' depends on axioms: [propext, Classical.choice, Quot.sound]
```

## Reading the theorems

A state is a function `Fin 2 × Fin 2 → ℝ`, and `φ ⬝ᵥ hubbard t U *ᵥ ψ` is $\langle\phi|H|\psi\rangle$. In `hubbard` and `slater` the pair indexes sites, whereas in `config`, `level` and `coupling` it is the orbital label $ab$, giving $\Phi_{ab}$, $E^0_{ab}$ and $V_{ab}$. `meanField`, `mp2` and `exactEnergy` are $E_{\rm MF}$, $E_2$ and $e$.

`ump2_energy` assumes only `U ≠ 0`, normalisation and `c * s = t / U`. The inequality $U>2t>0$ enters in `orbitals_witness` alone, which supplies `cBS` and `sBS`. `exact_ground` says that for $U>0$ and any $t$ the number $e$ has a nonzero eigenvector and that $e\langle\psi|\psi\rangle\le\langle\psi|H|\psi\rangle$ for every real $\psi$, normalised or not. In `ump2_limit` the coefficients are arbitrary functions of $U$ that obey both conditions for all sufficiently large $U$ (`∀ᶠ U in atTop`); for $t>0$, `cBS t` and `sBS t` qualify. `recovered_fraction_limit` adds `t ≠ 0`. At $t=0$ the ratio is $0/0$, which Lean evaluates to $0$ and which has no physical meaning.

The second-order formula is the definition `mp2`, not a consequence of a perturbation expansion carried out in the file. It is meant for orbitals that are eigenvectors of their Fock matrices, as they are in every theorem about `mp2`. The orbitals are shown to be self-consistent, not to minimise the energy over determinants. Higher orders, complex amplitudes, uniqueness of the ground state and other spin or particle-number sectors are not treated.

## How the tactics follow the algebra

`hubbard_form` expands the Kronecker products and finishes with `ring`. `orbitals_witness` combines the two squared roots `h1`, `h2` linearly, as in the sums for $c^2+s^2$ and $cs$. In `config_orthonormal`, `key` is the factorisation of overlaps, and `hu`, `hd` are the one-spin orthonormality relations. `fock_eigen` substitutes `t = U * (c * s)` and checks each component, by `ring1` for the occupied orbitals and by a multiple of `h` for the virtual ones; `level_values` adds the eigenvalues. `matrix_elements` inserts the amplitudes, and each `linear_combination` replaces $c^2+s^2$ by $1$, while the double excitation needs only `ring`. In `ump2_energy`, `z` removes the singles and `hs` lists the three excited determinants.

Besides $U>0$, `exact_ground` keeps about $e$ only `hq`, the relation $e(U-e)=-4t^2$, and `he`, the sign of $e$. Its `key` is the completed square, and `nlinarith` adds the two remaining squares. `ump2_limit` writes both quantities through $1/U\to0$, takes the limits of the closed forms, and transfers them with `congr'` on the range where `h` and $U>0$ hold. `recovered_fraction_limit` divides the limit `h2` of $UE_2$ by `hex.sub hm` and cancels $U$.

## Spin-symmetric orbitals, and an MP2 program

The numbers from here on are plain arithmetic with the definitions and not theorems of the file. Give up $cs=t/U$ and take $c=s=1/\sqrt2$ with $t>0$, which is normalised and also self-consistent. Then $E_{\rm MF}=-2t+U/2$, the singles vanish, $V_{11}=-U/2$, and $E^0_{11}-E^0_{00}=4t$, twice the orbital gap $2t$, so $E_2=-U^2/(16t)$ and $U(E_{\rm MF}+E_2)\to-\infty$. At $t=1$, $U=4$ this gives $E_{\rm MF}=0$ and $E_2=-1$ in place of $-0.5$ and $-0.03125$. For $0<U<2t$ no real pair has $cs=t/U$, because $c^2+s^2=1$ forces $|cs|\le\tfrac12$.

An unrestricted MP2 program on converged Hartree–Fock orbitals omits the singles and, for this system, evaluates one opposite-spin term: the square of the integral $U\sum_i u_0(i)u_1(i)v_0(i)v_1(i)=-2U(cs)^2$ over the orbital-energy denominator $0+0-U-U$. A self-consistent iteration started at $c=s$ stays there, since $c=s$ reproduces itself, so the broken-symmetry solution is usually sought from a starting guess with different up and down orbitals. At $t=1$, $U=4$ the total $-0.53125$ compares with $e\approx-0.828$, a recovered fraction near $9.5\,\%$; at $t=1$, $U=20$ the fraction is about $0.255\,\%$.
